# In a finite Ising ferromagnet, raising the field at every site lowers no ground-state spin

Take a finite Ising system with pair couplings $J_{ij}\ge 0$ for $i\ne j$, and two site fields with $h_i<k_i$ at every site. Then every ground state $s$ in field $h$ and every ground state $t$ in field $k$ satisfy $s_i\le t_i$ at every site.

For exact ground-state calculations of the random-field Ising model on a finite ferromagnetic lattice, this means that spins that are up in a ground state for one field can be held up when seeking a ground state for any field that is higher at every site.

## Spins of $\pm1$ on finitely many sites

The sites form a finite type `ι`. Couplings, fields and configurations are real functions, and the energy is

$$E_h(s)=-\tfrac12\sum_{i,j}J_{ij}s_is_j-\sum_i h_is_i .$$

The factor $\tfrac12$ compensates for counting each pair twice. Symmetry of $J$ is not required, and its diagonal only adds a constant to the energy of a spin configuration.

In Lean 4 with Mathlib:

```lean
import Mathlib

open Finset

namespace RandomFieldIsing

noncomputable section

variable {ι : Type*} [Fintype ι]

/-- Ising energy with couplings `J` and site fields `h`; the factor 1/2 compensates for
counting each pair of sites twice. -/
def energy (J : ι → ι → ℝ) (h s : ι → ℝ) : ℝ :=
  -(1 / 2) * ∑ i, ∑ j, J i j * (s i * s j) - ∑ i, h i * s i
```

The predicate `IsSpin` restricts the values to $\pm1$. Without such a restriction there may be no ground state: a single uncoupled real variable in a nonzero field has energy unbounded below.

```lean
/-- A spin configuration takes the value `1` or `-1` at every site. -/
def IsSpin (s : ι → ℝ) : Prop := ∀ i, s i = 1 ∨ s i = -1
```

## Minimal energy in both fields

`IsGround` means least energy among all spin configurations, so metastable states are not covered. Degenerate ground states are allowed. Without minimality the ordering fails already on one site, where $s=1$ and $t=-1$ are spin configurations whatever the fields.

```lean
/-- A ground state is a spin configuration of least energy among all spin configurations. -/
def IsGround (J : ι → ι → ℝ) (h s : ι → ℝ) : Prop :=
  IsSpin s ∧ ∀ u, IsSpin u → energy J h s ≤ energy J h u
```

The derivation uses minimality by comparing $s$ and $t$ with two competitors, $m_i=\min(s_i,t_i)$ and $M_i=\max(s_i,t_i)$, called `lower s t` and `upper s t`.

```lean
/-- The sitewise minimum of two configurations. -/
def lower (s t : ι → ℝ) : ι → ℝ := fun i => min (s i) (t i)

/-- The sitewise maximum of two configurations. -/
def upper (s t : ι → ℝ) : ι → ℝ := fun i => max (s i) (t i)
```

## Couplings that favour alignment

Physically, $J_{ij}\ge0$ for $i\ne j$ ensures that no pair has a lower coupling energy when antiparallel than when parallel. The derivation needs it for one step: sorting two configurations into $m$ and $M$ must not raise the coupling energy.

For real numbers, $ab+cd\le\min(a,c)\min(b,d)+\max(a,c)\max(b,d)$. If the pairs $(a,c)$ and $(b,d)$ are ordered the same way, the two sides are equal. If $a\le c$ and $d\le b$, the right side exceeds the left by $(c-a)(b-d)\ge0$; the remaining case is symmetric. The proof makes the same case split, and `nlinarith` receives the product of the two differences.

```lean
/-- Sorting two pairs of real numbers into minima and maxima does not decrease the sum
of their products. -/
theorem sorted_products (a b c d : ℝ) :
    a * b + c * d ≤ min a c * min b d + max a c * max b d := by
  rcases le_total a c with h1 | h1 <;> rcases le_total b d with h2 | h2 <;>
    simp only [min_eq_left, min_eq_right, max_eq_left, max_eq_right, h1, h2] <;>
    nlinarith [mul_nonneg (sub_nonneg.2 h1) (sub_nonneg.2 h2)]
```

Multiplying by $J_{ij}\ge0$ gives, for $i\ne j$,

$$J_{ij}(s_is_j+t_it_j)\le J_{ij}(m_im_j+M_iM_j).$$

For $i=j$ the two sides are equal, whatever the sign of $J_{ii}$. In the field terms, $m_i+M_i=s_i+t_i$ gives

$$h_im_i+k_iM_i=h_is_i+k_it_i+(k_i-h_i)(s_i-m_i).$$

Summing both, with the signs of the energy, yields

$$E_h(m)+E_k(M)\le E_h(s)+E_k(t)-D,\qquad D=\sum_i(k_i-h_i)(s_i-m_i).$$

In the proof, `pair` and `field` are these two steps, and `hJ` enters only in `pair`.

```lean
/-- Exchange inequality: for ferromagnetic couplings, the minimum in field `h` and the maximum
in field `k` have a total energy bounded by that of `s` in `h` and `t` in `k`, less a field term
from the sites where `s` exceeds `t`. -/
theorem exchange_inequality (J : ι → ι → ℝ) (hJ : ∀ i j, i ≠ j → 0 ≤ J i j)
    (h k s t : ι → ℝ) :
    energy J h (lower s t) + energy J k (upper s t) ≤
      energy J h s + energy J k t - ∑ i, (k i - h i) * (s i - lower s t i) := by
  -- the coupling terms, pair by pair
  have pair : ∑ i, ∑ j, (J i j * (s i * s j) + J i j * (t i * t j)) ≤
      ∑ i, ∑ j, (J i j * (min (s i) (t i) * min (s j) (t j)) +
        J i j * (max (s i) (t i) * max (s j) (t j))) := by
    refine Finset.sum_le_sum fun i _ => Finset.sum_le_sum fun j _ => ?_
    by_cases hij : i = j
    · subst hij
      rcases le_total (s i) (t i) with h1 | h1
      · rw [min_eq_left h1, max_eq_right h1]
      · rw [min_eq_right h1, max_eq_left h1]
        linarith
    · have := mul_le_mul_of_nonneg_left (sorted_products (s i) (s j) (t i) (t j)) (hJ i j hij)
      linarith
  -- the field terms, site by site
  have field : ∑ i, (h i * min (s i) (t i) + k i * max (s i) (t i)) =
      ∑ i, (h i * s i + k i * t i + (k i - h i) * (s i - min (s i) (t i))) := by
    refine Finset.sum_congr rfl fun i _ => ?_
    linear_combination k i * min_add_max (s i) (t i)
  simp only [Finset.sum_add_distrib] at pair field
  simp only [energy, lower, upper]
  linarith
```

The competitors are admissible because each of their values is copied from $s$ or $t$.

```lean
omit [Fintype ι] in
/-- The sitewise minimum and maximum of two spin configurations are spin configurations. -/
theorem isSpin_lower_upper {s t : ι → ℝ} (hs : IsSpin s) (ht : IsSpin t) :
    IsSpin (lower s t) ∧ IsSpin (upper s t) := by
  constructor
  · intro i
    rcases min_choice (s i) (t i) with e | e
    · simpa only [lower, e] using hs i
    · simpa only [lower, e] using ht i
  · intro i
    rcases max_choice (s i) (t i) with e | e
    · simpa only [upper, e] using hs i
    · simpa only [upper, e] using ht i
```

## A field that rises at every site

If only $h_i\le k_i$ holds, then $D\ge0$, so $E_h(m)+E_k(M)\le E_h(s)+E_k(t)$. Minimality gives $E_h(s)\le E_h(m)$ and $E_k(t)\le E_k(M)$. Both must be equalities, so $m$ and $M$ are themselves ground states in $h$ and $k$.

```lean
/-- If the field `k` is nowhere below `h`, the minimum of a ground state in `h` and a ground
state in `k` is a ground state in `h`, and their maximum is a ground state in `k`. -/
theorem ground_lower_upper {J : ι → ι → ℝ} (hJ : ∀ i j, i ≠ j → 0 ≤ J i j)
    {h k s t : ι → ℝ} (hk : ∀ i, h i ≤ k i) (hs : IsGround J h s) (ht : IsGround J k t) :
    IsGround J h (lower s t) ∧ IsGround J k (upper s t) := by
  obtain ⟨hl, hu⟩ := isSpin_lower_upper hs.1 ht.1
  have ex := exchange_inequality J hJ h k s t
  have pos : 0 ≤ ∑ i, (k i - h i) * (s i - lower s t i) :=
    Finset.sum_nonneg fun i _ =>
      mul_nonneg (sub_nonneg.2 (hk i)) (sub_nonneg.2 (min_le_left _ _))
  have e1 := hs.2 _ hl
  have e2 := ht.2 _ hu
  refine ⟨⟨hl, fun u hu' => ?_⟩, ⟨hu, fun u hu' => ?_⟩⟩
  · have := hs.2 u hu'
    linarith
  · have := ht.2 u hu'
    linarith
```

Strict inequality gives the ordering. Minimality and the exchange inequality force $D\le0$, while every term of $D$ is nonnegative. A site with $s_i>t_i$ would contribute $2(k_i-h_i)>0$, a contradiction. The proof obtains this positive sum from `Finset.sum_pos'`.

```lean
/-- For ferromagnetic couplings and fields with `h i < k i` at every site, every ground state
in `h` lies sitewise below or at every ground state in `k`. -/
theorem ground_states_ordered {J : ι → ι → ℝ} (hJ : ∀ i j, i ≠ j → 0 ≤ J i j)
    {h k s t : ι → ℝ} (hk : ∀ i, h i < k i) (hs : IsGround J h s) (ht : IsGround J k t) :
    ∀ i, s i ≤ t i := by
  obtain ⟨hl, hu⟩ := isSpin_lower_upper hs.1 ht.1
  have ex := exchange_inequality J hJ h k s t
  have e1 := hs.2 _ hl
  have e2 := ht.2 _ hu
  intro i
  by_contra hi
  have hlt : t i < s i := lt_of_not_ge hi
  -- a single wrongly ordered site would make the field term strictly positive
  have pos : 0 < ∑ i, (k i - h i) * (s i - lower s t i) := by
    refine Finset.sum_pos' (fun j _ => mul_nonneg (sub_nonneg.2 (hk j).le)
      (sub_nonneg.2 (min_le_left _ _))) ⟨i, Finset.mem_univ i, ?_⟩
    exact mul_pos (sub_pos.2 (hk i)) (sub_pos.2 (lt_of_le_of_lt (min_le_right _ _) hlt))
  linarith
```

For a uniform field raised from $A$ to $B>A$ over a fixed random field $f$, the fields $f_i+A<f_i+B$ meet the hypothesis. Summing $s_i\le t_i$ shows that the total magnetisation does not decrease. This conclusion about the total holds for couplings of any sign: comparing $s$ with $t$ in the lower field and $t$ with $s$ in the higher one, and adding the two minimality inequalities, gives $(B-A)\sum_i(t_i-s_i)\ge0$. What the ferromagnetic couplings add is the order at each site.

```lean
/-- When a uniform field `A` on top of a fixed random field `f` is raised to `B`, the total
magnetisation of the ground state does not decrease, whichever ground states are chosen. -/
theorem magnetisation_monotone {J : ι → ι → ℝ} (hJ : ∀ i j, i ≠ j → 0 ≤ J i j)
    {f s t : ι → ℝ} {A B : ℝ} (hAB : A < B)
    (hs : IsGround J (fun i => f i + A) s) (ht : IsGround J (fun i => f i + B) t) :
    ∑ i, s i ≤ ∑ i, t i :=
  Finset.sum_le_sum fun i _ =>
    ground_states_ordered hJ (fun j => by linarith) hs ht i
```

With equal fields the ordering can fail. In zero field, $u_iu_j\le1$ for $i\ne j$ and $u_i^2=1$ give $\sum_{i,j} J_{ij}u_iu_j\le\sum_{i,j} J_{ij}$, with equality for all-up and all-down. Both are therefore ground states, and choosing $s$ up and $t$ down violates $s_i\le t_i$ on any nonempty set of sites.

```lean
/-- In zero field, the all-up and the all-down configurations of a ferromagnet are both
ground states. -/
theorem zero_field_up_down {J : ι → ι → ℝ} (hJ : ∀ i j, i ≠ j → 0 ≤ J i j) :
    IsGround J (fun _ => 0) (fun _ => 1) ∧ IsGround J (fun _ => 0) (fun _ => -1) := by
  have bound : ∀ u : ι → ℝ, IsSpin u →
      ∑ i, ∑ j, J i j * (u i * u j) ≤ ∑ i, ∑ j, J i j := by
    intro u hu
    refine Finset.sum_le_sum fun i _ => Finset.sum_le_sum fun j _ => ?_
    by_cases hij : i = j
    · subst hij
      rcases hu i with e | e <;> simp [e]
    · have h1 : u i * u j ≤ 1 := by
        rcases hu i with a | a <;> rcases hu j with b | b <;> rw [a, b] <;> norm_num
      have := mul_le_mul_of_nonneg_left h1 (hJ i j hij)
      linarith
  refine ⟨⟨fun _ => Or.inl rfl, fun u hu => ?_⟩, ⟨fun _ => Or.inr rfl, fun u hu => ?_⟩⟩
  · have := bound u hu
    simp only [energy, mul_one, zero_mul, Finset.sum_const_zero]
    linarith
  · have := bound u hu
    simp only [energy, neg_mul_neg, mul_one, zero_mul, Finset.sum_const_zero]
    linarith
```

A single site shows the role of strictness directly. There $s=1$ is a ground state only if $h\ge0$; then $k>h$ is positive and forces $t=1$. At $h=k=0$ both signs are allowed.

## One antiferromagnetic bond can break the order

Let two sites, numbered 0 and 1, have $J_{01}=J_{10}=-4$, so that $E_h(s)=4s_0s_1-h_0s_0-h_1s_1$.

| $(s_0,s_1)$ | field $(1,0)$ | field $(2,3)$ |
|---|---:|---:|
| $(1,1)$ | $3$ | $-1$ |
| $(1,-1)$ | $-5$ | $-3$ |
| $(-1,1)$ | $-3$ | $-5$ |
| $(-1,-1)$ | $5$ | $9$ |

The field rises at both sites, yet the spin at site 0 turns from up to down: the larger rise at site 1 turns that spin up, and the bond keeps its neighbour antiparallel. The proof compares the same four configurations.

```lean
/-- Two antiferromagnetically coupled spins: the field rises at both sites, yet `(1, -1)`, a ground
state in the lower field, exceeds `(-1, 1)`, a ground state in the higher field, at the first site.
-/
theorem antiferromagnet_violates_order :
    (∀ i, (![1, 0] : Fin 2 → ℝ) i < (![2, 3] : Fin 2 → ℝ) i) ∧
    IsGround ![![0, -4], ![-4, 0]] ![1, 0] ![1, -1] ∧
    IsGround ![![0, -4], ![-4, 0]] ![2, 3] ![-1, 1] ∧
    (![-1, 1] : Fin 2 → ℝ) 0 < (![1, -1] : Fin 2 → ℝ) 0 := by
  refine ⟨?_, ⟨?_, ?_⟩, ⟨?_, ?_⟩, ?_⟩
  · intro i
    fin_cases i <;> norm_num
  · intro i
    fin_cases i <;> simp
  · -- compare with all four configurations
    intro u hu
    rcases hu 0 with a | a <;> rcases hu 1 with b | b <;>
      norm_num [energy, Fin.sum_univ_two, a, b]
  · intro i
    fin_cases i <;> simp
  · intro u hu
    rcases hu 0 with a | a <;> rcases hu 1 with b | b <;>
      norm_num [energy, Fin.sum_univ_two, a, b]
  · norm_num

end

end RandomFieldIsing
```

```lean
#print axioms RandomFieldIsing.ground_states_ordered
#print axioms RandomFieldIsing.magnetisation_monotone
#print axioms RandomFieldIsing.zero_field_up_down
#print axioms RandomFieldIsing.antiferromagnet_violates_order
```

```
'RandomFieldIsing.ground_states_ordered' depends on axioms: [propext, Classical.choice, Quot.sound]
'RandomFieldIsing.magnetisation_monotone' depends on axioms: [propext, Classical.choice, Quot.sound]
'RandomFieldIsing.zero_field_up_down' depends on axioms: [propext, Classical.choice, Quot.sound]
'RandomFieldIsing.antiferromagnet_violates_order' depends on axioms: [propext, Classical.choice, Quot.sound]
```
